# For a compactly supported C¹ function g on d-dimensional Euclidean space, the integral of (x − a)·∇g is −d times the integral of g

The vector field x − a generates dilations about the point a, and `integral_dilation` evaluates the integral of the derivative of g along that field. For a real-valued, continuously differentiable g with compact support on d-dimensional Euclidean space, it states that ∫ ⟨x − a, ∇g⟩ = −d ∫ g, whatever the choice of a. No sign or normalisation is assumed for g. The attempt expands the inner product in coordinates and integrates each term by parts, where the derivative of xᵢ − aᵢ along the i-th axis is 1. Each coordinate then contributes −∫ g, and summing over the d coordinates gives the result.

Lean 4 with Mathlib refuses this proof:

```lean
import Mathlib

open MeasureTheory

namespace VirialEnergyOrigin

noncomputable section

/-- Euclidean space of dimension `d`. -/
abbrev Space (d : ℕ) := EuclideanSpace ℝ (Fin d)

variable {d : ℕ}

/-- The inner product of `y` with the gradient of `g` at `x` is `fderiv ℝ g x` applied to `y`. -/
theorem inner_gradient (g : Space d → ℝ) (x y : Space d) :
    inner ℝ y (gradient g x) = fderiv ℝ g x y := by
  rw [real_inner_comm, gradient, InnerProductSpace.toDual_symm_apply]

/-- Integration by parts for a dilation about `a`: `∫ ⟨x - a, ∇g⟩ = -d ∫ g` for a compactly
supported `C¹` function `g`. -/
theorem integral_dilation {g : Space d → ℝ} (hg : ContDiff ℝ 1 g)
    (hc : HasCompactSupport g) (a : Space d) :
    ∫ x, inner ℝ (x - a) (gradient g x) = -(d : ℝ) * ∫ x, g x := by
  have hcont : Continuous (fderiv ℝ g) := hg.continuous_fderiv (by simp)
  have hX : ∀ i, Continuous (fun x : Space d => x i - a i) := fun i => by fun_prop
  have hint : ∀ i, Integrable (fun x : Space d =>
      (x i - a i) * fderiv ℝ g x (EuclideanSpace.single i 1)) := fun i =>
    ((hX i).mul (hcont.clm_apply continuous_const)).integrable_of_hasCompactSupport
      ((hc.fderiv_apply ℝ _).mul_left)
  have hco : ∀ i (x : Space d), HasFDerivAt (fun y : Space d => y i - a i)
      (EuclideanSpace.proj i : Space d →L[ℝ] ℝ) x := fun i x =>
    (EuclideanSpace.proj i : Space d →L[ℝ] ℝ).hasFDerivAt.sub_const (a i)
  -- one coordinate at a time
  have hpart : ∀ i, ∫ x : Space d, (x i - a i) * fderiv ℝ g x (EuclideanSpace.single i 1)
      = -∫ x, g x := by
    intro i
    have hd : ∀ x, fderiv ℝ (fun y : Space d => y i - a i) x
        (EuclideanSpace.single i 1) = 1 := by
      intro x
      rw [(hco i x).fderiv]
      simp
    have hgi : Integrable g := hg.continuous.integrable_of_hasCompactSupport hc
    have h := integral_mul_fderiv_eq_neg_fderiv_mul_of_integrable (μ := volume)
      (f := fun y : Space d => y i - a i) (g := g) (v := EuclideanSpace.single i 1)
      (by simpa only [hd, one_mul] using hgi) (hint i)
      (((hX i).mul hg.continuous).integrable_of_hasCompactSupport hc.mul_left)
      (fun x => (hco i x).differentiableAt) (hg.differentiable (by simp))
    simpa only [hd, one_mul] using h
  have hexp : ∀ x : Space d, inner ℝ (x - a) (gradient g x)
      = ∑ i, (x i - a i) * fderiv ℝ g x (EuclideanSpace.single i 1) := by
    intro x
    have hsum : x - a = ∑ i, (x i - a i) • EuclideanSpace.single i (1 : ℝ) := by
      ext j
      simp [Pi.single_apply]
    rw [inner_gradient, hsum, map_sum]
    simp only [map_smul, smul_eq_mul]
  simp_rw [hexp]
  rw [integral_finset_sum _ (fun i _ => hint i)]
  simp only [hpart, Finset.sum_const, Finset.card_univ, Fintype.card_fin, nsmul_eq_mul]
  ring

end

end VirialEnergyOrigin
```

The error:

```
Main.lean:47:16: error: Type mismatch
  HasFDerivAt.differentiableAt (hco i x)
has type
  DifferentiableAt ℝ (fun y => y.ofLp i - a.ofLp i) x
but is expected to have type
  x ∈ tsupport g → DifferentiableAt ℝ (fun y => y.ofLp i - a.ofLp i) x
Main.lean:58:6: warning: `MeasureTheory.integral_finset_sum` has been deprecated: Use `MeasureTheory.integral_finsetSum` instead
```

The error is in the arguments passed to `integral_mul_fderiv_eq_neg_fderiv_mul_of_integrable`. The lemma asks for differentiability of the coordinate function `y i - a i` at `x` only when `x ∈ tsupport g`, so its hypothesis is a function of both a point and a proof of membership. The attempt supplied `fun x => ...`, which returns the differentiability statement where Lean expects an implication. The stronger fact is mathematically enough, but Lean does not insert the missing argument by itself. Writing `fun x _ => ...` accepts the membership proof and ignores it.

The next argument, the differentiability of `g`, is changed in the same way: `hg.differentiable (by simp)` is now applied to `x` inside a function that also takes an unused second argument. The messages do not report this argument separately, but the repaired term shows that it too must accept something after the point.

The warning is separate and did not cause the failure: `integral_finset_sum` is deprecated, and replacing it with `integral_finsetSum` is mere tidying.

Lean accepts the file once it reads:

```diff
@@ -45,5 +45,5 @@
       (by simpa only [hd, one_mul] using hgi) (hint i)
       (((hX i).mul hg.continuous).integrable_of_hasCompactSupport hc.mul_left)
-      (fun x => (hco i x).differentiableAt) (hg.differentiable (by simp))
+      (fun x _ => (hco i x).differentiableAt) (fun x _ => hg.differentiable (by simp) x)
     simpa only [hd, one_mul] using h
   have hexp : ∀ x : Space d, inner ℝ (x - a) (gradient g x)
@@ -56,5 +56,5 @@
     simp only [map_smul, smul_eq_mul]
   simp_rw [hexp]
-  rw [integral_finset_sum _ (fun i _ => hint i)]
+  rw [integral_finsetSum _ (fun i _ => hint i)]
   simp only [hpart, Finset.sum_const, Finset.card_univ, Fintype.card_fin, nsmul_eq_mul]
   ring
```
